# Three-band L, M, N valence energies are independent of direction exactly when N = L − M

At the top of the valence bands of silicon, germanium or gallium arsenide, which lies at k = 0, three p-like states are degenerate if spin-orbit coupling is neglected. Moving away from k = 0 splits them, usually by amounts that depend on the direction of k as well as its length, so the constant-energy surfaces are warped. For which band parameters does the warping disappear?

```lean
import Mathlib

open Matrix Polynomial

namespace WarpedValenceBands

noncomputable section
```

Let kᵢ, with i = 0, 1, 2, be the components of k along the cubic axes, and write k² = k₀² + k₁² + k₂². The three p-like states, one along each cubic axis, serve as the basis and carry the same labels i. To second order in k, with energies measured from the band top, the Hamiltonian is

Hᵢᵢ = L kᵢ² + M (k² − kᵢ²)

Hᵢⱼ = N kᵢ kⱼ  (i ≠ j)

The real constants L and M combine the free-electron term with the second-order coupling to remote bands; N comes from that coupling alone. They are taken as given, with any real values allowed. In Lean, `k` is a function `Fin 3 → ℝ` and `k ⬝ᵥ k` is k².

```lean
/-- The valence-band Hamiltonian at wavevector `k`, with diagonal entries
`L kᵢ² + M (k² - kᵢ²)` and off-diagonal entries `N kᵢ kⱼ`. -/
def bandHamiltonian (L M N : ℝ) (k : Fin 3 → ℝ) : Matrix (Fin 3) (Fin 3) ℝ :=
  Matrix.of fun i j =>
    if i = j then L * k i ^ 2 + M * (k ⬝ᵥ k - k i ^ 2) else N * k i * k j
```

## The secular cubic

Set D = L − M and ε = E − M k². Subtracting M k² from the diagonal of H leaves a matrix A with entries D kᵢ² on the diagonal and N kᵢkⱼ off it. Its trace is D k². Each principal 2×2 minor is (D² − N²) kᵢ²kⱼ². Taking a factor kᵢ out of each row and each column gives

det A = k₀²k₁²k₂² (D − N)² (D + 2N)

With Q = k₀²k₁² + k₁²k₂² + k₂²k₀² and P = k₀²k₁²k₂², the secular determinant is therefore

det(E − H) = ε³ − D k² ε² + (D² − N²) Q ε − (D − N)² (D + 2N) P

At fixed k², direction enters only through Q and P. Lean's `charpoly` is det(X − H) as a polynomial in X, and `eval E` inserts the energy. The proof expands the 3×3 determinant and compares both sides with `ring`.

```lean
/-- The secular determinant at energy `E`, written as a cubic in `E - M k²`. The direction of `k`
enters only through `k₀²k₁² + k₁²k₂² + k₂²k₀²` and `k₀²k₁²k₂²`. -/
theorem secular_determinant (L M N : ℝ) (k : Fin 3 → ℝ) (E : ℝ) :
    (bandHamiltonian L M N k).charpoly.eval E =
      (E - M * (k ⬝ᵥ k)) ^ 3 - (L - M) * (k ⬝ᵥ k) * (E - M * (k ⬝ᵥ k)) ^ 2
      + ((L - M) ^ 2 - N ^ 2) * (k 0 ^ 2 * k 1 ^ 2 + k 1 ^ 2 * k 2 ^ 2 + k 2 ^ 2 * k 0 ^ 2)
        * (E - M * (k ⬝ᵥ k))
      - (L - M - N) ^ 2 * (L - M + 2 * N) * (k 0 ^ 2 * k 1 ^ 2 * k 2 ^ 2) := by
  rw [Matrix.charpoly, Matrix.det_fin_three]
  simp [bandHamiltonian, dotProduct, Fin.sum_univ_three]
  ring
```

## Energies along [100], [111] and [110]

For the unit vector along [100], Q = P = 0 and the cubic is ε²(ε − D). The energies are L once and M twice. The theorem states this as a factorised polynomial, so the degeneracy is part of the claim. `Polynomial.funext` reduces the equality of polynomials to equality at every E.

```lean
/-- For the unit wavevector along [100] the band energies are `L` and twice `M`. -/
theorem charpoly_100 (L M N : ℝ) :
    (bandHamiltonian L M N ![1, 0, 0]).charpoly = (X - C L) * (X - C M) ^ 2 := by
  apply Polynomial.funext
  intro E
  rw [secular_determinant]
  simp only [dotProduct, Fin.sum_univ_three, Matrix.cons_val, eval_mul, eval_sub, eval_pow,
    eval_X, eval_C]
  ring
```

Along [111] each component is 1/√3, so Q = 1/3 and P = 1/27. The cubic factorises as

(ε − (D + 2N)/3) (ε − (D − N)/3)²

Adding M gives a single level (L + 2M + 2N)/3 and a double level (L + 2M − N)/3.

```lean
/-- For the unit wavevector along [111] the band energies are `(L + 2M + 2N)/3` and twice
`(L + 2M - N)/3`. -/
theorem charpoly_111 (L M N : ℝ) :
    (bandHamiltonian L M N (fun _ => 1 / Real.sqrt 3)).charpoly =
      (X - C ((L + 2 * M + 2 * N) / 3)) * (X - C ((L + 2 * M - N) / 3)) ^ 2 := by
  have ht : (1 / Real.sqrt 3) ^ 2 = 1 / 3 := by
    rw [div_pow, Real.sq_sqrt (by norm_num : (0 : ℝ) ≤ 3)]
    norm_num
  apply Polynomial.funext
  intro E
  rw [secular_determinant]
  simp only [dotProduct, Fin.sum_univ_three, ← pow_two, ht, eval_mul, eval_sub, eval_pow,
    eval_X, eval_C]
  ring
```

Along [110], with components 1/√2, 1/√2, 0, we have Q = 1/4 and P = 0. The cubic becomes

ε (ε − (D + N)/2) (ε − (D − N)/2)

and the energies are M and (L + M ± N)/2.

```lean
/-- For the unit wavevector along [110] the band energies are `M`, `(L + M + N)/2` and
`(L + M - N)/2`. -/
theorem charpoly_110 (L M N : ℝ) :
    (bandHamiltonian L M N ![1 / Real.sqrt 2, 1 / Real.sqrt 2, 0]).charpoly =
      (X - C M) * (X - C ((L + M + N) / 2)) * (X - C ((L + M - N) / 2)) := by
  have ht : (1 / Real.sqrt 2) ^ 2 = 1 / 2 := by
    rw [div_pow, Real.sq_sqrt (by norm_num : (0 : ℝ) ≤ 2)]
    norm_num
  apply Polynomial.funext
  intro E
  rw [secular_determinant]
  simp only [dotProduct, Fin.sum_univ_three, Matrix.cons_val, ← pow_two, ht, eval_mul, eval_sub,
    eval_X, eval_C]
  ring
```

## Where the warping vanishes

If N = D, the coefficients of Q and P are both zero. What remains is ε²(ε − D k²), so the energies are L k² once and M k² twice, for every k of any length.

```lean
/-- If `N = L - M`, the band energies at any wavevector `k` are `L k²` and twice `M k²`. -/
theorem charpoly_isotropic (L M : ℝ) (k : Fin 3 → ℝ) :
    (bandHamiltonian L M (L - M) k).charpoly =
      (X - C (L * (k ⬝ᵥ k))) * (X - C (M * (k ⬝ᵥ k))) ^ 2 := by
  apply Polynomial.funext
  intro E
  rw [secular_determinant]
  simp only [eval_mul, eval_sub, eval_pow, eval_X, eval_C]
  ring
```

Conversely, suppose that [100] and [111] give the same cubic. At ε = 0 and ε = 1, that is, E = M and E = M + 1, the comparison yields

(D − N)² (D + 2N) = 0

D² − N² = 0

The second equation leaves N = D or N = −D. In the latter case the first becomes 4N³ = 0, so N = D = 0 and N = D holds again. Lean obtains the two equations as `b` and `a` with `linear_combination`, then splits the cases.

```lean
/-- If the unit wavevectors along [100] and [111] give the same characteristic polynomial,
then `N = L - M`. -/
theorem eq_of_charpoly_100_eq_111 (L M N : ℝ)
    (h : (bandHamiltonian L M N ![1, 0, 0]).charpoly =
      (bandHamiltonian L M N (fun _ => 1 / Real.sqrt 3)).charpoly) :
    N = L - M := by
  rw [charpoly_100, charpoly_111] at h
  -- compare the two cubics at the energies M and M + 1
  have h0 := congrArg (Polynomial.eval M) h
  have h1 := congrArg (Polynomial.eval (M + 1)) h
  simp only [eval_mul, eval_sub, eval_pow, eval_X, eval_C] at h0 h1
  have a : (L - M - N) * (L - M + N) = 0 := by linear_combination 3 * h0 - 3 * h1
  have b : (L - M + 2 * N) * (L - M - N) ^ 2 = 0 := by linear_combination 27 * h0
  rcases mul_eq_zero.mp a with h2 | h2
  · linarith
  · -- the branch N = -(L - M) survives only when N = 0
    have hL : L = M - N := by linarith
    rw [hL] at b
    have h3 : N ^ 3 = 0 := by linear_combination b / 4
    have h4 : N = 0 := (pow_eq_zero_iff (by norm_num)).mp h3
    linarith
```

The equivalence combines the two directions. Its left side says that any two vectors with `k ⬝ᵥ k = 1` give the same characteristic polynomial, hence the same energies with the same multiplicities. The eigenvectors may still turn with k.

```lean
/-- The characteristic polynomial of the valence-band Hamiltonian is the same for all unit
wavevectors if and only if `N = L - M`. -/
theorem isotropic_iff (L M N : ℝ) :
    (∀ k k' : Fin 3 → ℝ, k ⬝ᵥ k = 1 → k' ⬝ᵥ k' = 1 →
      (bandHamiltonian L M N k).charpoly = (bandHamiltonian L M N k').charpoly) ↔
    N = L - M := by
  constructor
  · intro h
    have ht : (1 / Real.sqrt 3) ^ 2 = 1 / 3 := by
      rw [div_pow, Real.sq_sqrt (by norm_num : (0 : ℝ) ≤ 3)]
      norm_num
    -- two directions already decide the question
    apply eq_of_charpoly_100_eq_111
    apply h
    · simp [dotProduct, Fin.sum_univ_three]
    · simp only [dotProduct, Fin.sum_univ_three, ← pow_two, ht]
      norm_num
  · intro hN k k' hk hk'
    rw [hN, charpoly_isotropic, charpoly_isotropic, hk, hk']

end

end WarpedValenceBands
```

```lean
#print axioms WarpedValenceBands.charpoly_110
#print axioms WarpedValenceBands.charpoly_isotropic
#print axioms WarpedValenceBands.isotropic_iff
```

```
'WarpedValenceBands.charpoly_110' depends on axioms: [propext, Classical.choice, Quot.sound]
'WarpedValenceBands.charpoly_isotropic' depends on axioms: [propext, Classical.choice, Quot.sound]
'WarpedValenceBands.isotropic_iff' depends on axioms: [propext, Classical.choice, Quot.sound]
```

In an electronic-structure calculation without spin-orbit coupling, L, M and N can be fitted to band energies close enough to k = 0 for this quadratic three-band model to hold. Divide the energies, measured from the band top, by k². Along [100] the single level minus the double level is then L − M; along [111] the same difference is N. The bands are unwarped when the two signed splittings agree. A script that compares sorted eigenvalues with those along [100] should include a direction with no zero component, such as [111]: for N = −(L − M), the directions [100] and [110] give identical energies even when the bands are warped.
